# In finitely many coordinates, a Lagrangian Hessian positive on ker Dc(x) makes a feasible stationary point a strict local constrained minimum

Q: When a scan point converges with a bond length held fixed, I take the Hessian of the Lagrangian, restrict it to displacements that leave the constraint unchanged to first order, and accept the geometry if every eigenvalue is positive. But the allowed geometries lie on a curved surface, and I have tested only straight directions. Why is that enough?

A: Because the Lagrangian's Hessian already contains the curvature of the constraint. Let \(E\) be the energy, \(c\) the constraint functions, \(x\) the converged geometry with \(c(x)=0\), and \(l\) the multipliers. Put

\[
L(y)=E(y)+\langle l,c(y)\rangle,\qquad H=D^2L(x),\qquad A=Dc(x),\qquad h=y-x .
\]

Assume that \(E\) and \(c\) are twice continuously differentiable at \(x\), that \(DL(x)=0\), and that \(H(v,v)>0\) for every nonzero \(v\) with \(Av=0\).

Q: Start with the Taylor expansion. How large is the error?

A: Fix \(\varepsilon>0\) and follow \(g(t)=L(x+th)-\tfrac12t^2H(h,h)\) from \(t=0\) to \(1\). Its derivative is \(g'(t)=DL(x+th)h-tH(h,h)\). Since \(DL(x)=0\), differentiability of \(DL\) at \(x\) gives \(\|DL(x+th)-H(th,\cdot)\|\le\varepsilon t\|h\|\) for small \(h\). Hence \(|g'(t)|\le\varepsilon\|h\|^2\), and the mean value inequality yields

\[
\bigl|L(y)-L(x)-\tfrac12H(h,h)\bigr|\le\varepsilon\|h\|^2 .
\]

Q: But \(H\) may be negative in directions outside \(\ker A\), and a feasible \(h\) lies only approximately in \(\ker A\).

A: A penalty handles those directions. On the part of the unit sphere where \(H(v,v)\le0\), the vector \(Av\) is never zero, so compactness gives \(\|Av\|^2\ge m>0\) there. Take \(\mu_0=(\|H\|+1)/m\). On that part, \(H(v,v)+\mu_0\|Av\|^2\ge-\|H\|+\|H\|+1=1\); elsewhere on the sphere \(H(v,v)\) is itself positive. The sum therefore has a positive lower bound \(\kappa\) on the sphere, and scaling gives

\[
H(v,v)+\mu_0\|Av\|^2\ge\kappa\|v\|^2\quad\text{for all }v .
\]

Q: That penalises the linearised constraint. I need the true one.

A: Near \(x\), \(\|c(y)-Ah\|\le\delta\|h\|\) for any chosen \(\delta>0\), so \(\|Ah\|^2\le2\|c(y)\|^2+2\delta^2\|h\|^2\). Choose \(\mu_0\delta^2=\kappa/8\) and \(\varepsilon=\kappa/8\). Since \(L(x)=E(x)\),

\[
\begin{aligned}
L(y)&\ge E(x)+\tfrac12H(h,h)-\tfrac{\kappa}{8}\|h\|^2\\
&\ge E(x)+\tfrac{\kappa}{2}\|h\|^2-\tfrac{\mu_0}{2}\|Ah\|^2-\tfrac{\kappa}{8}\|h\|^2\\
&\ge E(x)+\tfrac{\kappa}{4}\|h\|^2-\mu_0\|c(y)\|^2 .
\end{aligned}
\]

If \(c(y)=0\), then \(L(y)=E(y)\), and the energy has risen by at least \(\tfrac{\kappa}{4}\|h\|^2\).

Q: Show me a case where the curvature matters.

A: Keep a particle in the plane at unit distance from the origin: \(c(a,b)=a^2+b^2-1\), with \(E(a,b)=2a-\tfrac12b^2\). At \((-1,0)\), stationarity gives \(2-2l=0\), so \(l=1\). The kernel of \(Dc=(-2,0)\) is the \(b\) direction. There the second derivative of \(E\) is \(-1\), but that of \(L\) is \(-1+2l=1\). The point is a minimum: with \(a=-u\) on the circle, \(E+2=\tfrac12(1-u)(3-u)\), which is positive for every \(u<1\). Testing the Hessian of \(E\) alone would have rejected it.

Q: And with no constraint at all?

A: Take \(c\) identically zero. Then \(\ker A\) is the whole space and the condition is the ordinary one: zero gradient and a positive definite Hessian.

Q: Now the Lean version. What are the spaces?

A: `V` holds the nuclear coordinates and `W` the constraint values, with an inner product so that `l` can be paired with `c y`.

```lean
import Mathlib

open Filter Topology Set

namespace ConstrainedSecondOrder

noncomputable section

variable {V W : Type*} [NormedAddCommGroup V] [NormedSpace ℝ V]
  [NormedAddCommGroup W] [InnerProductSpace ℝ W]
```

The Lagrangian has a plus sign, so the constraint force is \(-A^{\mathsf T}l\) in Cartesian notation.

```lean
/-- The Lagrangian `E + ⟨l, c⟩` of an energy `E`, constraints `c` and multipliers `l`. -/
def lagrangian (E : V → ℝ) (c : V → W) (l : W) (y : V) : ℝ :=
  E y + inner ℝ l (c y)
```

The Hessian is the full second derivative as a bilinear form, without a factor \(\tfrac12\).

```lean
/-- The Hessian of `f` at `x`, as a bilinear form: the derivative of the derivative. -/
def hessian (f : V → ℝ) (x : V) : V →L[ℝ] V →L[ℝ] ℝ :=
  fderiv ℝ (fderiv ℝ f) x
```

Q: Which hypotheses does the main theorem, `strict_constrained_minimum`, make?

A: `hE` and `hc` are the smoothness assumptions, and `hx` says that the geometry satisfies the constraints. `hgrad` says that constraint forces balance the force \(-\nabla E\); the multiplier `l` is supplied, not derived. `hpos` is your eigenvalue test on \(\ker A\). The conclusion begins `∀ᶠ y in 𝓝 x`, meaning "for all `y` in some neighbourhood of `x`": if `c y = 0` and `y ≠ x`, then `E x < E y`. Redundant constraints are allowed, since `fderiv ℝ c x` need not be surjective. All constraints are equalities; a distance merely kept above a bound is a different problem.

Q: My molecule can translate and rotate freely. Does it satisfy `hpos`?

A: Not in full Cartesian coordinates with only internal constraints. A translation changes neither \(E\) nor \(c\), so \(H\) vanishes along it. Use coordinates without rigid motions, or fix those motions by further constraints. The theorem then bears on relaxed scans over an electronic-structure energy surface, provided that the surface is twice continuously differentiable at the geometry in question. The step left to you is the one from a converged calculation, with a small residual gradient and an approximate Hessian, to an exact stationary point with an exact Hessian.

Q: Where is the Taylor estimate proved?

A: In `harmonic_approximation`. There `hder` computes \(g'(t)\), `bound` gives \(|g'(t)|\le\varepsilon\|h\|^2\), and `key` applies the mean value inequality on \([0,1]\).

```lean
/-- Harmonic approximation: near a stationary point of a twice continuously differentiable
function, the error of the quadratic model is at most any prescribed multiple of the squared
displacement. -/
theorem harmonic_approximation {f : V → ℝ} {x : V} (hf : ContDiffAt ℝ 2 f x)
    (hgrad : fderiv ℝ f x = 0) {ε : ℝ} (hε : 0 < ε) :
    ∀ᶠ y in 𝓝 x, |f y - f x - hessian f x (y - x) (y - x) / 2| ≤ ε * ‖y - x‖ ^ 2 := by
  have hd : ∀ᶠ y in 𝓝 x, DifferentiableAt ℝ f y := by
    filter_upwards [hf.eventually (by simp)] with y hy
    exact hy.differentiableAt (by norm_num)
  have h2 : HasFDerivAt (fderiv ℝ f) (hessian f x) x :=
    ((hf.fderiv_right (m := 1) (by norm_num)).differentiableAt (by norm_num)).hasFDerivAt
  have h3 := (hasFDerivAt_iff_isLittleO.mp h2).def hε
  obtain ⟨r, hr, hb⟩ := Metric.eventually_nhds_iff_ball.mp (hd.and h3)
  filter_upwards [Metric.ball_mem_nhds x hr] with y hy
  obtain ⟨h, rfl⟩ : ∃ h, y = x + h := ⟨y - x, by abel⟩
  rw [mem_ball_iff_norm, add_sub_cancel_left] at hy
  rw [add_sub_cancel_left]
  have hle : ∀ t ∈ Icc (0 : ℝ) 1, ‖t • h‖ ≤ ‖h‖ := by
    intro t ht
    rw [norm_smul, Real.norm_of_nonneg ht.1]
    exact mul_le_of_le_one_left (norm_nonneg _) ht.2
  have hmem : ∀ t ∈ Icc (0 : ℝ) 1, x + t • h ∈ Metric.ball x r := by
    intro t ht
    rw [mem_ball_iff_norm, add_sub_cancel_left]
    exact (hle t ht).trans_lt hy
  -- follow the error of the quadratic model along the segment from x to x + h
  have hder : ∀ t ∈ Icc (0 : ℝ) 1,
      HasDerivAt (fun s : ℝ => f (x + s • h) - s ^ 2 * (hessian f x h h / 2))
        (fderiv ℝ f (x + t • h) h - t * hessian f x h h) t := by
    intro t ht
    have line : HasDerivAt (fun s : ℝ => x + s • h) h t := by
      simpa using ((hasDerivAt_id t).smul_const h).const_add x
    have h4 := (hb _ (hmem t ht)).1.hasFDerivAt.comp_hasDerivAt t line
    have h5 : HasDerivAt (fun s : ℝ => s ^ 2 * (hessian f x h h / 2))
        (2 * t * (hessian f x h h / 2)) t := by
      simpa using (hasDerivAt_pow 2 t).mul_const (hessian f x h h / 2)
    exact (h4.fun_sub h5).congr_deriv (by ring)
  have bound : ∀ t ∈ Icc (0 : ℝ) 1,
      ‖fderiv ℝ f (x + t • h) h - t * hessian f x h h‖ ≤ ε * ‖h‖ ^ 2 := by
    intro t ht
    have h6 := (hb _ (hmem t ht)).2
    rw [hgrad, sub_zero, add_sub_cancel_left] at h6
    have h7 := hle t ht
    calc ‖fderiv ℝ f (x + t • h) h - t * hessian f x h h‖
        = ‖(fderiv ℝ f (x + t • h) - hessian f x (t • h)) h‖ := by
          rw [map_smul]; rfl
      _ ≤ ‖fderiv ℝ f (x + t • h) - hessian f x (t • h)‖ * ‖h‖ :=
          ContinuousLinearMap.le_opNorm _ _
      _ ≤ ε * ‖t • h‖ * ‖h‖ := by gcongr
      _ ≤ ε * ‖h‖ * ‖h‖ := by gcongr
      _ = ε * ‖h‖ ^ 2 := by ring
  have key := norm_image_sub_le_of_norm_deriv_le_segment_01'
    (fun t ht => (hder t ht).hasDerivWithinAt)
    (fun t ht => bound t (Ico_subset_Icc_self ht))
  simp only [one_smul, zero_smul, add_zero, Real.norm_eq_abs] at key
  rw [abs_le] at key ⊢
  constructor <;> linarith [key.1, key.2]
```

Q: And the penalty?

A: The next lemma writes `B` for \(H\). Its local statement `low` says that a positive continuous function on a compact set has a positive lower bound, even when the set is empty. It is used twice, first for `m` and then for `κ`; the last lines of that direction rescale from the unit sphere. Finite dimension enters here, through the compactness of the sphere. The lemma also proves the converse: on \(\ker A\) the penalty vanishes, so uniform positivity of the sum forces \(B(v,v)>0\).

```lean
variable [FiniteDimensional ℝ V]

/-- On a finite-dimensional space, a quadratic form is positive on the nonzero vectors of `ker A`
exactly when some positive multiple of the penalty `‖A v‖²` makes it uniformly positive in all
directions. -/
theorem pos_on_ker_iff_penalty (B : V →L[ℝ] V →L[ℝ] ℝ) (A : V →L[ℝ] W) :
    (∀ v, v ≠ 0 → A v = 0 → 0 < B v v) ↔
      ∃ μ > 0, ∃ κ > 0, ∀ v, κ * ‖v‖ ^ 2 ≤ B v v + μ * ‖A v‖ ^ 2 := by
  constructor
  · intro hpos
    have low : ∀ (K : Set V) (f : V → ℝ), IsCompact K → Continuous f →
        (∀ v ∈ K, 0 < f v) → ∃ m > 0, ∀ v ∈ K, m ≤ f v := by
      intro K f hK hf hp
      rcases K.eq_empty_or_nonempty with h | h
      · exact ⟨1, one_pos, by simp [h]⟩
      · obtain ⟨w, hw, hm⟩ := hK.exists_isMinOn h hf.continuousOn
        exact ⟨f w, hp w hw, fun v hv => hm hv⟩
    have hS : IsCompact (Metric.sphere (0 : V) 1) := isCompact_sphere 0 1
    have hq : Continuous fun v => B v v := B.continuous.clm_apply continuous_id
    have hp : Continuous fun v => ‖A v‖ ^ 2 := (A.continuous.norm).pow 2
    -- on the unit sphere, where the form is not positive, the penalty is bounded away from zero
    obtain ⟨m, hm, hmK⟩ := low (Metric.sphere (0 : V) 1 ∩ {v | B v v ≤ 0}) _
      (hS.inter_right (isClosed_le hq continuous_const)) hp (by
        rintro v ⟨hv, hBv⟩
        have hv0 : v ≠ 0 := by
          rintro rfl
          simp at hv
        have hA : A v ≠ 0 := fun h => not_lt_of_ge hBv (hpos v hv0 h)
        have := norm_pos_iff.mpr hA
        positivity)
    have hμ : 0 < (‖B‖ + 1) / m := by positivity
    obtain ⟨κ, hκ, hκS⟩ := low (Metric.sphere (0 : V) 1)
      (fun v => B v v + (‖B‖ + 1) / m * ‖A v‖ ^ 2) hS (hq.add (continuous_const.mul hp)) (by
        intro v hv
        have hn : ‖v‖ = 1 := by simpa using hv
        rcases le_or_gt (B v v) 0 with h | h
        · have h1 := B.le_opNorm₂ v v
          rw [hn, mul_one, mul_one, Real.norm_eq_abs] at h1
          have h2 := mul_le_mul_of_nonneg_left (hmK v ⟨hv, h⟩) hμ.le
          rw [div_mul_cancel₀ _ hm.ne'] at h2
          linarith [(abs_le.mp h1).1]
        · positivity)
    refine ⟨_, hμ, κ, hκ, fun v => ?_⟩
    rcases eq_or_ne v 0 with rfl | hv
    · simp
    -- scale from the unit sphere to all vectors
    have hn : 0 < ‖v‖ := norm_pos_iff.mpr hv
    have h1 := hκS (‖v‖⁻¹ • v) (by simp [norm_smul, hn.ne'])
    simp only [map_smul, smul_apply, smul_eq_mul, norm_smul, norm_inv,
      norm_norm] at h1
    have h2 := mul_le_mul_of_nonneg_right h1 (sq_nonneg ‖v‖)
    refine h2.trans (le_of_eq ?_)
    field_simp
  · rintro ⟨μ, _, κ, hκ, h⟩ v hv hA
    have h1 := h v
    rw [hA, norm_zero] at h1
    have hn := norm_pos_iff.mpr hv
    have h2 : 0 < κ * ‖v‖ ^ 2 := by positivity
    linarith
```

Q: Where do the two estimates meet?

A: In `augmented_lagrangian_growth`. `hlin` is the linearisation of \(c\), `h1` and `h2` bound \(\|Ah\|^2\), and the final `linarith` adds up the inequalities as in the display above. The `κ` in this statement is a quarter of the one from the penalty lemma. One neighbourhood serves every `μ ≥ μ₀`, because a larger `μ` only raises the right-hand side (`h5`). The penalty is `μ * ‖c y‖ ^ 2`; many texts write \(\tfrac{\mu}{2}\|c\|^2\), which doubles the threshold for \(\mu\).

```lean
variable {E : V → ℝ} {c : V → W} {l : W} {x : V}

/-- For finite-dimensional `V`, let `E` and `c` be twice continuously differentiable at a feasible
stationary point `x` of the Lagrangian, whose Hessian is positive on the nonzero vectors of
`ker Dc(x)`. Then for all large `μ` the augmented Lagrangian `E + ⟨l, c⟩ + μ‖c‖²` rises at least
quadratically around `x`. -/
theorem augmented_lagrangian_growth (hE : ContDiffAt ℝ 2 E x) (hc : ContDiffAt ℝ 2 c x)
    (hx : c x = 0) (hgrad : fderiv ℝ (lagrangian E c l) x = 0)
    (hpos : ∀ v, v ≠ 0 → fderiv ℝ c x v = 0 → 0 < hessian (lagrangian E c l) x v v) :
    ∃ μ₀ > 0, ∃ κ > 0, ∀ᶠ y in 𝓝 x, ∀ μ ≥ μ₀,
      E x + κ * ‖y - x‖ ^ 2 ≤ lagrangian E c l y + μ * ‖c y‖ ^ 2 := by
  obtain ⟨μ₀, hμ₀, κ, hκ, hq⟩ := (pos_on_ker_iff_penalty _ _).mp hpos
  have hL : ContDiffAt ℝ 2 (lagrangian E c l) x := hE.add (contDiffAt_const.inner ℝ hc)
  have hLx : lagrangian E c l x = E x := by simp [lagrangian, hx]
  obtain ⟨δ, hδ, hδ2⟩ : ∃ δ > 0, μ₀ * δ ^ 2 = κ / 8 := by
    refine ⟨Real.sqrt (κ / (8 * μ₀)), Real.sqrt_pos.mpr (by positivity), ?_⟩
    rw [Real.sq_sqrt (by positivity)]
    field_simp
  have hlin := (hasFDerivAt_iff_isLittleO.mp
    (hc.differentiableAt (by norm_num)).hasFDerivAt).def hδ
  refine ⟨μ₀, hμ₀, κ / 4, by positivity, ?_⟩
  filter_upwards [harmonic_approximation hL hgrad (show 0 < κ / 8 by positivity), hlin]
    with y hy hcy μ hμ
  rw [hx, sub_zero] at hcy
  -- the constraint bounds its linearisation, up to a small multiple of the displacement
  have h1 : ‖fderiv ℝ c x (y - x)‖ ≤ ‖c y‖ + δ * ‖y - x‖ := by
    have h := norm_sub_norm_le (fderiv ℝ c x (y - x)) (c y)
    rw [norm_sub_rev] at h
    linarith
  have h2 : ‖fderiv ℝ c x (y - x)‖ ^ 2 ≤ 2 * ‖c y‖ ^ 2 + 2 * δ ^ 2 * ‖y - x‖ ^ 2 :=
    calc ‖fderiv ℝ c x (y - x)‖ ^ 2 ≤ (‖c y‖ + δ * ‖y - x‖) ^ 2 := by gcongr
      _ ≤ _ := by nlinarith [sq_nonneg (‖c y‖ - δ * ‖y - x‖)]
  have h3 := mul_le_mul_of_nonneg_left h2 hμ₀.le
  have h4 : μ₀ * (2 * ‖c y‖ ^ 2 + 2 * δ ^ 2 * ‖y - x‖ ^ 2)
      = 2 * (μ₀ * ‖c y‖ ^ 2) + κ / 4 * ‖y - x‖ ^ 2 := by
    linear_combination 2 * ‖y - x‖ ^ 2 * hδ2
  have h5 : μ₀ * ‖c y‖ ^ 2 ≤ μ * ‖c y‖ ^ 2 :=
    mul_le_mul_of_nonneg_right hμ (sq_nonneg _)
  rw [hLx] at hy
  linarith [(abs_le.mp hy).1, hq (y - x)]
```

Q: So the minimum itself is a short step?

A: Yes. The proof takes `μ = μ₀` and sets `c y = 0`, so that both the multiplier term and the penalty vanish. What remains is \(E(x)+\kappa\|y-x\|^2\le E(y)\), and the square is positive when `y ≠ x`.

```lean
/-- Second-order sufficient condition, for finite-dimensional `V`: let `E` and `c` be twice
continuously differentiable at `x`, `c x = 0`, and let `E + ⟨l, c⟩` have zero gradient at `x` and
Hessian positive on the nonzero vectors of `ker Dc(x)`. Then `x` is a strict local minimiser of `E`
on `c = 0`. -/
theorem strict_constrained_minimum (hE : ContDiffAt ℝ 2 E x) (hc : ContDiffAt ℝ 2 c x)
    (hx : c x = 0) (hgrad : fderiv ℝ (lagrangian E c l) x = 0)
    (hpos : ∀ v, v ≠ 0 → fderiv ℝ c x v = 0 → 0 < hessian (lagrangian E c l) x v v) :
    ∀ᶠ y in 𝓝 x, c y = 0 → y ≠ x → E x < E y := by
  obtain ⟨μ, _, κ, hκ, h⟩ := augmented_lagrangian_growth hE hc hx hgrad hpos
  filter_upwards [h] with y hy hcy hne
  -- on the constraint surface the augmented Lagrangian is the energy
  have h1 := hy μ le_rfl
  simp only [lagrangian, hcy, inner_zero_right, norm_zero] at h1
  have hn := norm_pos_iff.mpr (sub_ne_zero.mpr hne)
  have h2 : 0 < κ * ‖y - x‖ ^ 2 := by positivity
  linarith
```

Q: If I freeze Cartesian coordinates instead of a bond length, may I use the Hessian of \(E\) alone?

A: Yes, for any linear coordinates `A y` held at their values `A x`. The constraint is then \(c(y)=Ay-Ax\), so \(DL(y)=DE(y)+\langle l,A\,\cdot\rangle\). The added term does not depend on \(y\), and differentiating again removes it. In the proof, `hL` is this formula near `x`, `hH` equates the two Hessians, and `main` applies the general theorem. Force balance is still required, now as `hgrad` for every displacement `v`.

```lean
/-- Frozen linear coordinates `A y = A x`, for finite-dimensional `V`: if `E` is twice continuously
differentiable at `x`, its derivative satisfies `DE(x) + ⟨l, A ·⟩ = 0`, and its own Hessian is
positive on the nonzero vectors of `ker A`, then `x` is a strict local minimiser among the points
with these coordinates. -/
theorem frozen_coordinates_minimum (A : V →L[ℝ] W) (hE : ContDiffAt ℝ 2 E x)
    (hgrad : ∀ v, fderiv ℝ E x v + inner ℝ l (A v) = 0)
    (hpos : ∀ v, v ≠ 0 → A v = 0 → 0 < hessian E x v v) :
    ∀ᶠ y in 𝓝 x, A y = A x → y ≠ x → E x < E y := by
  have hin : ∀ y, HasFDerivAt (fun z => inner ℝ l (A z - A x)) ((innerSL ℝ l).comp A) y :=
    fun y => (innerSL ℝ l).hasFDerivAt.comp y (A.hasFDerivAt.sub_const (A x))
  have hL : fderiv ℝ (lagrangian E (fun y => A y - A x) l) =ᶠ[𝓝 x]
      fun y => fderiv ℝ E y + (innerSL ℝ l).comp A := by
    filter_upwards [hE.eventually (by simp)] with y hy
    exact ((hy.differentiableAt (by norm_num)).hasFDerivAt.add (hin y)).fderiv
  -- a linear constraint adds no curvature to the Lagrangian
  have hH : hessian (lagrangian E (fun y => A y - A x) l) x = hessian E x := by
    unfold hessian
    rw [hL.fderiv_eq, fderiv_add_const]
  have hA : fderiv ℝ (fun y => A y - A x) x = A := (A.hasFDerivAt.sub_const (A x)).fderiv
  have main := strict_constrained_minimum (c := fun y => A y - A x) (l := l) hE
    (A.contDiff.contDiffAt.sub contDiffAt_const) (sub_self _)
    (hL.self_of_nhds.trans (ContinuousLinearMap.ext fun v => hgrad v))
    (by rw [hH, hA]; exact hpos)
  filter_upwards [main] with y hy h
  exact hy (sub_eq_zero.mpr h)

end

end ConstrainedSecondOrder
```

```lean
#print axioms ConstrainedSecondOrder.frozen_coordinates_minimum
```

```
'ConstrainedSecondOrder.frozen_coordinates_minimum' depends on axioms: [propext, Classical.choice, Quot.sound]
```
